# Sum rule and zero-stress slopes of the conductivities in a three-valley Boltzmann model of silicon

Suppose a code for n-type silicon shifts the conduction-band valley energies with stress but keeps dividing the Boltzmann weights by their zero-stress sum. The populations then generally no longer add up to one, and carriers appear or vanish as the stress changes. If all valleys shift by the same energy a s under stress s, the conductivity at fixed carrier density and fixed valley mobilities should stay constant. Such a code instead reports, in units of carrier density times charge, a slope of −a(m + 2u)/(3kT) at zero stress, where m and u are the mobilities along and across a valley's axis and kT is the thermal energy. The result looks like piezoresistance but is a normalisation error. The sum rule below exposes it at any stress where the populations fail to add up to one, provided m + 2u ≠ 0.

## One constant sum and two slopes

The model describes electrons and has one conduction-band valley for each crystal axis x, y and z, standing for the pair of equivalent valleys on that axis. Stress s shifts the x valley by a s and the y and z valleys by b s. The constants a and b are energies per unit stress; in a crystal they come from deformation potentials and elastic compliances. Conductivities σ_x and σ_y are in units of carrier density times charge, so they have the dimension of a mobility. At every stress,

σ_x(s) + 2 σ_y(s) = m + 2u.

With a prime for the derivative with respect to s, the slopes at zero stress are

σ_x'(0) = −2(a − b)(m − u)/(9kT)

σ_y'(0) = (a − b)(m − u)/(9kT).

## Two checks for a valley-population code

Within this model, a device code can store one of the two linear coefficients and derive the other from the ratio −2 between these slopes. For non-degenerate carriers with stress-independent valley mobilities, the formulas also give two checks on a code that computes the populations explicitly.

The first is to evaluate σ_x + 2σ_y at several stresses and compare it with m + 2u. This tests the normalisation and, if m ≠ u, reveals an interchange of m and u. It can miss other errors in the mobilities: giving every valley mobility m along x and u along y and z also yields m + 2u. It doesn't test the energies: exchanging a and b leaves the sum unchanged.

The second is to compare a central difference of σ_x around s = 0 with the slope above. If m ≠ u, this tests the ratio (a − b)/kT, and exchanging a and b reverses the sign of the slope. The step should be small enough that |a − b| s is well below kT.

If the stress splits y from z, the first check needs all three conductivities, σ_x + σ_y + σ_z = m + 2u.

## From Boltzmann weights to the slopes

Let the valleys be labelled by j, with energies E_j, and let β = 1/kT. The partition sum and the populations are

Z = Σ_j exp(−β E_j)

p_i = exp(−β E_i)/Z.

Summing the second line over i gives Z/Z = 1, so the populations are normalised.

A carrier has mobility m along its own valley's axis and u along any other axis. The conductivity along axis i is the population average:

σ_i = m p_i + u Σ_{j≠i} p_j = m p_i + u(1 − p_i) = u + (m − u) p_i.

For N valleys, one per axis, summing over i gives

Σ_i σ_i = N u + (m − u) = m + (N − 1)u.

The valley energies have dropped out. In silicon N = 3, and the equal energies of the y and z valleys give p_y = p_z, hence σ_y = σ_z. This is the sum rule for σ_x + 2σ_y. Its right-hand side is constant, so differentiating it gives σ_x' = −2σ_y'.

For the value of the slope, set E_j = s g_j and write ⟨g⟩ = Σ_j p_j g_j. The partition sum changes at the rate

Z' = −β Σ_j g_j exp(−β s g_j) = −β Z ⟨g⟩.

The quotient rule then gives

p_i' = −β g_i p_i − p_i Z'/Z = −β p_i (g_i − ⟨g⟩).

A valley loses carriers with increasing stress if its energy rises faster than the average. At s = 0 every population is 1/3, so ⟨g⟩ = (a + 2b)/3, and for the y valley

g_y − ⟨g⟩ = b − (a + 2b)/3 = −(a − b)/3

p_y'(0) = −β · (1/3) · (−(a − b)/3) = β(a − b)/9.

Multiplying by m − u gives σ_y'(0), and multiplying that by −2 gives σ_x'(0).

The x conductivity can also be written down at any stress. Dividing numerator and denominator of p_x by exp(−β a s) yields

p_x = exp(−β a s)/(exp(−β a s) + 2 exp(−β b s)) = 1/(1 + 2 exp(β(a − b)s))

σ_x(s) = u + (m − u)/(1 + 2 exp(β(a − b)s)).

If β(a − b) > 0, the exponential grows without bound as s → +∞. The x valley empties and σ_x tends to u.

## The valley model in Lean 4

```lean
import Mathlib

open Filter Topology

namespace SiliconPiezoresistance

noncomputable section

variable {ι : Type*} [Fintype ι]

/-- Boltzmann population of valley `i` at inverse temperature `β`, for valley energies `E`
on a finite set of valleys. -/
def population (β : ℝ) (E : ι → ℝ) (i : ι) : ℝ :=
  Real.exp (-β * E i) / ∑ j, Real.exp (-β * E j)

/-- The populations of a nonempty set of valleys add up to one. -/
theorem population_sum [Nonempty ι] (β : ℝ) (E : ι → ℝ) :
    ∑ i, population β E i = 1 := by
  have hZ : 0 < ∑ j, Real.exp (-β * E j) :=
    Finset.sum_pos (fun j _ => Real.exp_pos _) Finset.univ_nonempty
  unfold population
  rw [← Finset.sum_div]
  exact div_self hZ.ne'

/-- At zero stress all valleys are equally populated. -/
theorem population_zero_stress (β : ℝ) (g : ι → ℝ) (i : ι) :
    population β (fun j => 0 * g j) i = 1 / (Fintype.card ι : ℝ) := by
  simp [population]

/-- With valley energies `s * g j` linear in the stress `s`, a population changes at a rate
set by the deviation of its own energy slope from the population average of the slopes. -/
theorem population_hasDerivAt (β : ℝ) (g : ι → ℝ) (i : ι) (s : ℝ) :
    HasDerivAt (fun t => population β (fun j => t * g j) i)
      (-β * population β (fun j => s * g j) i *
        (g i - ∑ j, population β (fun k => s * g k) j * g j)) s := by
  have hne : ∑ j, Real.exp (-β * (s * g j)) ≠ 0 :=
    (Finset.sum_pos (fun j _ => Real.exp_pos _) ⟨i, Finset.mem_univ i⟩).ne'
  -- each Boltzmann factor is its population times the partition sum
  have hp : ∀ j, Real.exp (-β * (s * g j)) =
      population β (fun k => s * g k) j * ∑ k, Real.exp (-β * (s * g k)) := by
    intro j
    unfold population
    exact (div_mul_cancel₀ _ hne).symm
  have hE : ∀ j, HasDerivAt (fun t => Real.exp (-β * (t * g j)))
      (Real.exp (-β * (s * g j)) * (-β * g j)) s := by
    intro j
    have h := (((hasDerivAt_id' s).mul_const (g j)).const_mul (-β)).exp
    simpa only [one_mul] using h
  have hZ : HasDerivAt (fun t => ∑ j, Real.exp (-β * (t * g j)))
      (∑ j, Real.exp (-β * (s * g j)) * (-β * g j)) s :=
    HasDerivAt.fun_sum (fun j _ => hE j)
  -- the slope of the partition sum is an average over the populations
  have hZ' : ∑ j, Real.exp (-β * (s * g j)) * (-β * g j) =
      -β * (∑ k, Real.exp (-β * (s * g k))) *
        ∑ j, population β (fun k => s * g k) j * g j := by
    rw [Finset.mul_sum]
    refine Finset.sum_congr rfl fun j _ => ?_
    linear_combination (-β * g j) * hp j
  have hd := (hE i).fun_div hZ hne
  refine hd.congr_deriv ?_
  rw [hZ', hp i, div_eq_iff (pow_ne_zero 2 hne)]
  ring

variable [DecidableEq ι]

/-- Mobility along axis `i` of a carrier in the valley with axis `j`: longitudinal `m` if the
axes coincide, transverse `u` otherwise. -/
def mobility (m u : ℝ) (i j : ι) : ℝ := if i = j then m else u

/-- Conductivity along axis `i`, in units of carrier density times charge: the mobility
averaged over the valley populations. -/
def conductivity (β m u : ℝ) (E : ι → ℝ) (i : ι) : ℝ :=
  ∑ j, population β E j * mobility m u i j

/-- The conductivity along an axis is the transverse mobility plus the mobility anisotropy
times the population of the valley on that axis. -/
theorem conductivity_eq (β m u : ℝ) (E : ι → ℝ) (i : ι) :
    conductivity β m u E i = u + (m - u) * population β E i := by
  have : Nonempty ι := ⟨i⟩
  have h : ∀ j, population β E j * mobility m u i j =
      u * population β E j + (if i = j then (m - u) * population β E j else 0) := by
    intro j
    unfold mobility
    split_ifs <;> ring
  unfold conductivity
  rw [Finset.sum_congr rfl (fun j _ => h j), Finset.sum_add_distrib, ← Finset.mul_sum,
    population_sum, Finset.sum_ite_eq]
  simp

/-- Sum rule: for a nonempty set of valleys, one per axis, the conductivities along all axes
add up to a value independent of the valley energies and the temperature. -/
theorem conductivity_sum [Nonempty ι] (β m u : ℝ) (E : ι → ℝ) :
    ∑ i, conductivity β m u E i = m + ((Fintype.card ι : ℝ) - 1) * u := by
  simp only [conductivity_eq]
  rw [Finset.sum_add_distrib, ← Finset.mul_sum, population_sum, Finset.sum_const,
    Finset.card_univ, nsmul_eq_mul]
  ring

/-- Energy change per unit stress of the silicon valleys: `a` for x, `b` for y and z. -/
def siliconShift (a b : ℝ) : Fin 3 → ℝ := ![a, b, b]

/-- Conductivity of silicon along axis `i` (0, 1, 2 for x, y, z) under stress `s`. -/
def siliconConductivity (β m u a b : ℝ) (i : Fin 3) (s : ℝ) : ℝ :=
  conductivity β m u (fun j => s * siliconShift a b j) i

/-- At every stress the x conductivity plus twice the y conductivity is `m + 2 u`. -/
theorem silicon_sum_rule (β m u a b s : ℝ) :
    siliconConductivity β m u a b 0 s + 2 * siliconConductivity β m u a b 1 s
      = m + 2 * u := by
  unfold siliconConductivity
  have h := conductivity_sum β m u (fun j => s * siliconShift a b j)
  -- the y and z valleys are degenerate
  have h21 : conductivity β m u (fun j => s * siliconShift a b j) 2 =
      conductivity β m u (fun j => s * siliconShift a b j) 1 := by
    rw [conductivity_eq, conductivity_eq]
    simp [population, siliconShift]
  rw [Fin.sum_univ_three, Fintype.card_fin, h21] at h
  push_cast at h
  linarith

/-- At every stress the slope of the x conductivity is minus twice that of the y
conductivity. -/
theorem silicon_slope_ratio (β m u a b s D : ℝ)
    (hy : HasDerivAt (siliconConductivity β m u a b 1) D s) :
    HasDerivAt (siliconConductivity β m u a b 0) (-2 * D) s := by
  have hx : siliconConductivity β m u a b 0 =
      fun t => (m + 2 * u) + -2 * siliconConductivity β m u a b 1 t := by
    funext t
    linarith [silicon_sum_rule β m u a b t]
  rw [hx]
  exact (hy.const_mul (-2)).const_add (m + 2 * u)

/-- Linear piezoresistance of silicon: with `β` the inverse of the thermal energy `kT`, the
zero-stress slopes of the x and y conductivities are `-2(a-b)(m-u)/(9kT)` and
`(a-b)(m-u)/(9kT)`. -/
theorem silicon_piezoresistance (β kT m u a b : ℝ) (hβ : β * kT = 1) :
    HasDerivAt (siliconConductivity β m u a b 0)
      (-2 * (a - b) * (m - u) / (9 * kT)) 0 ∧
    HasDerivAt (siliconConductivity β m u a b 1)
      ((a - b) * (m - u) / (9 * kT)) 0 := by
  have hk : kT ≠ 0 := by
    intro h
    rw [h, mul_zero] at hβ
    exact zero_ne_one hβ
  have hy : HasDerivAt (siliconConductivity β m u a b 1)
      ((a - b) * (m - u) / (9 * kT)) 0 := by
    have hf : siliconConductivity β m u a b 1 =
        fun t => u + (m - u) * population β (fun j => t * siliconShift a b j) 1 :=
      funext fun t => conductivity_eq β m u _ 1
    have h0 : siliconShift a b 0 = a := rfl
    have h1 : siliconShift a b 1 = b := rfl
    have h2 : siliconShift a b 2 = b := rfl
    rw [hf]
    refine (((population_hasDerivAt β (siliconShift a b) 1 0).const_mul
      (m - u)).const_add u).congr_deriv ?_
    -- all three populations equal one third
    simp only [population_zero_stress, Fin.sum_univ_three, h0, h1, h2, Fintype.card_fin,
      Nat.cast_ofNat]
    rw [eq_div_iff (mul_ne_zero (by norm_num) hk)]
    linear_combination ((a - b) * (m - u)) * hβ
  exact ⟨(silicon_slope_ratio β m u a b 0 _ hy).congr_deriv (by ring), hy⟩

/-- Closed form of the x conductivity at any stress. -/
theorem silicon_closed_form (β m u a b s : ℝ) :
    siliconConductivity β m u a b 0 s =
      u + (m - u) * (1 + 2 * Real.exp (β * (a - b) * s))⁻¹ := by
  have hb : Real.exp (-β * (s * b)) =
      Real.exp (-β * (s * a)) * Real.exp (β * (a - b) * s) := by
    rw [← Real.exp_add]
    congr 1
    ring
  have hp : population β (fun j => s * siliconShift a b j) 0 =
      1 / (1 + 2 * Real.exp (β * (a - b) * s)) := by
    rw [population, Fin.sum_univ_three]
    change Real.exp (-β * (s * a)) / (Real.exp (-β * (s * a)) + Real.exp (-β * (s * b))
      + Real.exp (-β * (s * b))) = _
    rw [hb, div_eq_div_iff (by positivity) (by positivity)]
    ring
  rw [siliconConductivity, conductivity_eq, hp, one_div]

/-- Saturation: if `β (a - b) > 0`, the x conductivity tends to the transverse mobility `u`
as the stress grows without bound. -/
theorem silicon_saturation (β m u a b : ℝ) (h : 0 < β * (a - b)) :
    Tendsto (siliconConductivity β m u a b 0) atTop (𝓝 u) := by
  have hexp : Tendsto (fun s : ℝ => Real.exp (β * (a - b) * s)) atTop atTop :=
    Real.tendsto_exp_atTop.comp (tendsto_id.const_mul_atTop h)
  have hden : Tendsto (fun s : ℝ => 1 + 2 * Real.exp (β * (a - b) * s)) atTop atTop :=
    tendsto_atTop_add_const_left _ 1 (hexp.const_mul_atTop (by norm_num))
  have hlim := ((tendsto_inv_atTop_zero.comp hden).const_mul (m - u)).const_add u
  rw [mul_zero, add_zero] at hlim
  exact hlim.congr fun s => (silicon_closed_form β m u a b s).symm

end

end SiliconPiezoresistance
```

```lean
#print axioms SiliconPiezoresistance.silicon_sum_rule
#print axioms SiliconPiezoresistance.silicon_piezoresistance
#print axioms SiliconPiezoresistance.silicon_saturation
```

```
'SiliconPiezoresistance.silicon_sum_rule' depends on axioms: [propext, Classical.choice, Quot.sound]
'SiliconPiezoresistance.silicon_piezoresistance' depends on axioms: [propext, Classical.choice, Quot.sound]
'SiliconPiezoresistance.silicon_saturation' depends on axioms: [propext, Classical.choice, Quot.sound]
```

## The physics in the definitions and hypotheses

The type `ι` is a finite set that labels both the valleys and the axes, which builds in the rule of one valley per axis. `population β E i` is p_i, `mobility m u i j` is the mobility along axis `i` of a carrier in valley `j`, and `conductivity β m u E i` is σ_i. For silicon, `ι` becomes `Fin 3`, with 0, 1 and 2 for x, y and z. `siliconShift a b` lists the shifts per unit stress, and `siliconConductivity` inserts the energies `s * siliconShift a b j`.

`conductivity_sum` is the sum rule for any nonempty finite set of valleys with arbitrary energies. With a single valley it reduces to σ = m. `silicon_sum_rule` is the three-valley version for σ_x + 2σ_y at every real stress.

`HasDerivAt f d s` says that the function `f` is differentiable at `s` with derivative `d`. `silicon_slope_ratio` takes a slope `D` of σ_y at stress `s` as a hypothesis and returns −2D as the slope of σ_x. `silicon_piezoresistance` supplies both slopes at zero stress. Its only hypothesis, `β * kT = 1`, identifies `β` as the inverse thermal energy and rules out kT = 0.

No theorem requires m, u or the temperature to be positive; the formulas hold for all real values that satisfy the stated hypotheses. In `silicon_saturation` the condition `0 < β * (a - b)` means, at positive temperature, that increasing stress raises the x valley relative to the other two.

## How the lemmas retrace the algebra

`population_sum` shows that the partition sum is positive and divides it by itself. `conductivity_eq` is the step σ_i = u + (m − u)p_i: each term of the average is split into u p_j plus a correction that is nonzero only for j = i, and `Finset.sum_ite_eq` picks out that one correction. `conductivity_sum` adds the result over the axes and uses normalisation again.

In `silicon_sum_rule`, the intermediate fact `h21` states that the y and z conductivities are equal, after which `linarith` combines the terms. `silicon_slope_ratio` writes σ_x as the constant m + 2u minus 2σ_y and differentiates that expression.

`population_hasDerivAt` follows the quotient-rule calculation. `hE` differentiates one Boltzmann factor, `hZ` the partition sum, and `hZ'` rewrites the latter's slope as −β Z ⟨g⟩. After `fun_div` has applied the quotient rule, `ring` finishes the algebra.

For the slopes at zero stress, `population_zero_stress` sets each population to 1/3, and `linear_combination` uses `β * kT = 1` to turn β into 1/kT. The slope of σ_x then follows from `silicon_slope_ratio`. `silicon_closed_form` factors the x valley's Boltzmann weight out of the partition sum, and `silicon_saturation` shows that the remaining denominator tends to infinity.

## Fixed density, fixed mobilities and Boltzmann statistics

The theorems establish the identities for this model, so a code that implements the same model must reproduce them up to rounding and, for a numerical slope, the error of the difference quotient. They say nothing about how closely the model describes a given silicon sample.

The carrier density is constant, because the conductivities are expressed per unit density and charge. A code that lets the density respond to stress must divide it out before comparing. The valley mobilities m and u are constants too: changes of effective mass or scattering rate with stress are absent. All valleys carry the same statistical weight, and their energies are linear in s.

The populations are Boltzmann weights, which suits non-degenerate carriers. At high doping, Fermi statistics changes the slopes. The sum over all axes uses nothing about the populations except their normalisation, so the same algebra applies to normalised Fermi populations as long as m and u stay fixed.

Only the conductivities along the three crystal axes appear. They also determine the response to a field at an angle to the axes, because the conductivity tensor of this model is diagonal in the crystal axes. A shear stress that produces off-diagonal conductivity needs a larger model.
